# Equal mixtures of N ≥ 2 linear polarisations spaced by π/N are unpolarised

## Two crossed polarisations

Take light polarised along $x$ and light polarised along $y$, with unit vectors $(1,0)$ and $(0,1)$. The outer product of each vector with itself is

$$
\begin{pmatrix}1&0\\0&0\end{pmatrix}=\tfrac12\mathbb 1+\tfrac12\begin{pmatrix}1&0\\0&-1\end{pmatrix},\qquad
\begin{pmatrix}0&0\\0&1\end{pmatrix}=\tfrac12\mathbb 1-\tfrac12\begin{pmatrix}1&0\\0&-1\end{pmatrix}.
$$

Each is half the identity plus a directional part. Turning the polarisation by $90^\circ$ reverses the directional part, because that part depends on twice the angle. The sum is therefore $\mathbb 1$, and the equal incoherent mixture (weights $\tfrac12$ each, no fixed phase between the two beams) is described by $\tfrac12\mathbb 1$. For $N\ge2$ directions spaced by $\pi/N$, the doubled angles are spaced evenly around the full circle, and the directional parts again add up to zero, although for odd $N$ no two of them are opposite.

## Coherency matrices and the claims

A linear polarisation at angle $\theta$ is the real vector $e(\theta)=(\cos\theta,\sin\theta)$, and its coherency matrix is $P(\theta)=e(\theta)e(\theta)^T$. An incoherent mixture with weights $p_i$ and angles $\theta_i$ has coherency matrix $\sum_i p_iP(\theta_i)$. Light of unit intensity is unpolarised when this matrix is $\tfrac12\mathbb 1$: every linear analyser then transmits half the intensity. That property alone does not define unpolarised light, since circularly polarised light has it too.

Let $\theta_j=\alpha+\pi j/N$ for $j=0,\dots,N-1$, with any real starting angle $\alpha$. For every $N\ge2$,

$$
\sum_{j=0}^{N-1}P(\theta_j)=\frac N2\,\mathbb 1,\qquad \frac1N\sum_{j=0}^{N-1}P(\theta_j)=\frac12\,\mathbb 1 .
$$

The choice $\alpha=0$ gives the vectors $(\cos(\pi j/N),\sin(\pi j/N))$.

In quantum mechanics, $\tfrac12\mathbb 1$ is the maximally mixed state of a photon's polarisation. For one fixed propagation direction, an average over unpolarised photons can thus be taken over such a finite set of linear polarisations, provided the averaged quantity is linear in the coherency matrix.

## Cancellation of the doubled angles

The identities $\cos^2\theta=\tfrac12(1+\cos2\theta)$, $\sin^2\theta=\tfrac12(1-\cos2\theta)$ and $\sin\theta\cos\theta=\tfrac12\sin2\theta$ give

$$
P(\theta)=\frac12\begin{pmatrix}1+\cos2\theta&\sin2\theta\\ \sin2\theta&1-\cos2\theta\end{pmatrix}.
$$

Write $W=\sum_ip_i$, $a=\sum_ip_i\cos2\theta_i$ and $b=\sum_ip_i\sin2\theta_i$. Summing with weights,

$$
\sum_ip_iP(\theta_i)=\frac12\begin{pmatrix}W+a&b\\b&W-a\end{pmatrix}.
$$

If $W=1$, this equals $\tfrac12\mathbb 1$ exactly when $a=b=0$.

For the evenly spaced angles, put $\omega=e^{2\pi i/N}$. Then

$$
\sum_{j=0}^{N-1}e^{2i\theta_j}=e^{2i\alpha}\sum_{j=0}^{N-1}\omega^j .
$$

Since $(\omega-1)\sum_j\omega^j=\omega^N-1=0$ and $\omega\ne1$ for $N\ge2$, the sum vanishes. Its real and imaginary parts are $\sum_j\cos2\theta_j=0$ and $\sum_j\sin2\theta_j=0$. Weights $p_j=1$ have $W=N$ and give the polarisation sum; weights $p_j=1/N$ have $W=1$ and give the unpolarised mixture.

## Why one direction fails

For $N=1$ the mixture is a single $P(\alpha)$. Its determinant is $\cos^2\alpha\sin^2\alpha-(\cos\alpha\sin\alpha)^2=0$, whereas $\det(\tfrac12\mathbb 1)=\tfrac14$. A single linear polarisation is never unpolarised, so the bound $N\ge2$ is sharp.

## Total intensity behind N analysers

Let the incident field have complex Jones vector $(E_0,E_1)$. An ideal analyser at angle $\theta$ transmits

$$
\begin{aligned}
|\cos\theta\,E_0+\sin\theta\,E_1|^2={}&\tfrac12\left(|E_0|^2+|E_1|^2\right)+\tfrac12\cos2\theta\left(|E_0|^2-|E_1|^2\right)\\
&+\sin2\theta\,\operatorname{Re}(E_0^*E_1).
\end{aligned}
$$

Summed over the $\theta_j$ with $N\ge2$, the last two terms vanish, leaving $\tfrac N2(|E_0|^2+|E_1|^2)$. This holds for linear, circular and elliptical light alike. Each analyser is understood to receive the same incident field in a separate measurement; they are not placed in series.

## The definitions and theorems in Lean

`linPol` is $e(\theta)$, `polProj` is $P(\theta)$, and `fanAngle α N j` is $\theta_j$. The components $0$ and $1$ of `Fin 2` are the $x$ and $y$ directions, and `Finset.range N` runs over $j=0,\dots,N-1$. `mixture` takes a finite set of labels with arbitrary real weights; physical weights are also non-negative, which the theorems do not need. `IsUnpolarised` fixes unit intensity as well as the absence of a preferred direction.

The two main claims are `sum_polProj_fan` and `equal_mixture_unpolarised`, both with the hypothesis `2 ≤ N`. The components of `mixture` are linear polarisations, with real coherency matrices; a circular or elliptical component has a complex coherency matrix and cannot be entered as one of them. Complex fields enter only through `transmitted`, where `Complex.normSq` is the squared modulus. The analysers are lossless along their axis and block the orthogonal component completely.

```lean
import Mathlib

open Matrix

namespace LinearPolarisationFan

noncomputable section

/-- The real unit vector of linear polarisation at angle `θ`. -/
def linPol (θ : ℝ) : Fin 2 → ℝ := ![Real.cos θ, Real.sin θ]

/-- The coherency matrix `e eᵀ` of light linearly polarised at angle `θ`. -/
def polProj (θ : ℝ) : Matrix (Fin 2) (Fin 2) ℝ := vecMulVec (linPol θ) (linPol θ)

/-- The coherency matrix of an incoherent mixture of linear polarisations `θ i`
with weights `p i`. -/
def mixture {ι : Type*} (s : Finset ι) (p θ : ι → ℝ) : Matrix (Fin 2) (Fin 2) ℝ :=
  ∑ i ∈ s, p i • polProj (θ i)

/-- Unpolarised light of unit intensity: the coherency matrix is half the identity. -/
def IsUnpolarised (ρ : Matrix (Fin 2) (Fin 2) ℝ) : Prop := ρ = (1 / 2 : ℝ) • 1

/-- The `j`-th angle of a fan of directions with spacing `π / N`, starting at `α`. -/
def fanAngle (α : ℝ) (N j : ℕ) : ℝ := α + Real.pi * j / N

/-- The intensity of the field with Jones vector `E` behind an ideal linear analyser
at angle `θ`. -/
def transmitted (θ : ℝ) (E : Fin 2 → ℂ) : ℝ :=
  Complex.normSq ((Real.cos θ : ℂ) * E 0 + (Real.sin θ : ℂ) * E 1)

/-- The coherency matrix of a linear polarisation, written with the doubled angle. -/
theorem polProj_eq (θ : ℝ) :
    polProj θ = (1 / 2 : ℝ) • !![1 + Real.cos (2 * θ), Real.sin (2 * θ);
      Real.sin (2 * θ), 1 - Real.cos (2 * θ)] := by
  ext i j
  fin_cases i <;> fin_cases j <;>
    simp [polProj, linPol, vecMulVec_apply, Real.cos_two_mul, Real.sin_two_mul]
  all_goals first
    | ring1
    | nlinarith [Real.sin_sq_add_cos_sq θ]

/-- The coherency matrix of a mixture is fixed by its total weight and by the weighted
sums of `cos 2θ` and `sin 2θ`. -/
theorem mixture_eq {ι : Type*} (s : Finset ι) (p θ : ι → ℝ) :
    mixture s p θ = (1 / 2 : ℝ) •
      !![(∑ i ∈ s, p i) + ∑ i ∈ s, p i * Real.cos (2 * θ i),
          ∑ i ∈ s, p i * Real.sin (2 * θ i);
        ∑ i ∈ s, p i * Real.sin (2 * θ i),
          (∑ i ∈ s, p i) - ∑ i ∈ s, p i * Real.cos (2 * θ i)] := by
  classical
  unfold mixture
  induction s using Finset.induction_on with
  | empty =>
    ext i j
    fin_cases i <;> fin_cases j <;> simp
  | insert a s ha ih =>
    -- one more polarisation adds its own doubled-angle matrix
    simp only [Finset.sum_insert ha]
    rw [ih, polProj_eq]
    ext i j
    fin_cases i <;> fin_cases j <;> simp <;> ring

/-- A mixture of linear polarisations with total weight one is unpolarised exactly when
the weighted sums of `cos 2θ` and `sin 2θ` both vanish. -/
theorem mixture_unpolarised_iff {ι : Type*} (s : Finset ι) (p θ : ι → ℝ)
    (hp : ∑ i ∈ s, p i = 1) :
    IsUnpolarised (mixture s p θ) ↔
      ∑ i ∈ s, p i * Real.cos (2 * θ i) = 0 ∧ ∑ i ∈ s, p i * Real.sin (2 * θ i) = 0 := by
  unfold IsUnpolarised
  rw [mixture_eq, hp]
  generalize ∑ i ∈ s, p i * Real.cos (2 * θ i) = a
  generalize ∑ i ∈ s, p i * Real.sin (2 * θ i) = b
  constructor
  · intro h
    have h00 := congrFun (congrFun h 0) 0
    have h01 := congrFun (congrFun h 0) 1
    simp at h00 h01
    exact ⟨by linarith, by linarith⟩
  · rintro ⟨rfl, rfl⟩
    ext i j
    fin_cases i <;> fin_cases j <;> simp

/-- For a fan of at least two directions the sums of `cos 2θ` and of `sin 2θ` vanish. -/
theorem fan_doubled_angle_sums (α : ℝ) {N : ℕ} (hN : 2 ≤ N) :
    ∑ j ∈ Finset.range N, Real.cos (2 * fanAngle α N j) = 0 ∧
      ∑ j ∈ Finset.range N, Real.sin (2 * fanAngle α N j) = 0 := by
  -- the doubled angles are the arguments of all N-th roots of unity, rotated by 2α
  have hroot := (Complex.isPrimitiveRoot_exp N (by omega)).geom_sum_eq_zero (by omega)
  have h : ∑ j ∈ Finset.range N,
      Complex.exp (((2 * fanAngle α N j : ℝ) : ℂ) * Complex.I) = 0 := by
    calc _ = ∑ j ∈ Finset.range N, Complex.exp (2 * (α : ℂ) * Complex.I) *
          Complex.exp (2 * (Real.pi : ℂ) * Complex.I / N) ^ j := by
          refine Finset.sum_congr rfl fun j _ => ?_
          rw [← Complex.exp_nat_mul, ← Complex.exp_add]
          congr 1
          unfold fanAngle
          push_cast
          ring
      _ = 0 := by rw [← Finset.mul_sum, hroot, mul_zero]
  constructor
  · have hre := congrArg Complex.re h
    simpa only [Complex.re_sum, Complex.exp_ofReal_mul_I_re, Complex.zero_re] using hre
  · have him := congrArg Complex.im h
    simpa only [Complex.im_sum, Complex.exp_ofReal_mul_I_im, Complex.zero_im] using him

/-- Polarisation sum: for `N ≥ 2` linear polarisations spaced by `π / N`, the matrices
`e eᵀ` add up to `N / 2` times the identity, whatever the starting angle. -/
theorem sum_polProj_fan (α : ℝ) {N : ℕ} (hN : 2 ≤ N) :
    ∑ j ∈ Finset.range N, polProj (fanAngle α N j) = ((N : ℝ) / 2) • 1 := by
  obtain ⟨hc, hs⟩ := fan_doubled_angle_sums α hN
  have h := mixture_eq (Finset.range N) (fun _ => 1) (fanAngle α N)
  simp only [mixture, one_smul, one_mul, hc, hs, Finset.sum_const, Finset.card_range,
    nsmul_eq_mul, mul_one] at h
  rw [h]
  ext i j
  fin_cases i <;> fin_cases j <;> simp <;> ring

/-- The equal mixture of `N ≥ 2` linear polarisations spaced by `π / N` is unpolarised. -/
theorem equal_mixture_unpolarised (α : ℝ) {N : ℕ} (hN : 2 ≤ N) :
    IsUnpolarised (mixture (Finset.range N) (fun _ => 1 / (N : ℝ)) (fanAngle α N)) := by
  obtain ⟨hc, hs⟩ := fan_doubled_angle_sums α hN
  have hN0 : (N : ℝ) ≠ 0 := by
    have : N ≠ 0 := by omega
    exact_mod_cast this
  refine (mixture_unpolarised_iff _ _ _ (by simp [hN0])).2 ⟨?_, ?_⟩
  · rw [← Finset.mul_sum, hc, mul_zero]
  · rw [← Finset.mul_sum, hs, mul_zero]

/-- Light with a single linear polarisation is not unpolarised. -/
theorem single_not_unpolarised (θ : ℝ) : ¬ IsUnpolarised (polProj θ) := by
  intro h
  have h' : polProj θ = (1 / 2 : ℝ) • 1 := h
  have h00 : Real.cos θ * Real.cos θ = 1 / 2 := by
    simpa [polProj, linPol, vecMulVec_apply] using congrFun (congrFun h' 0) 0
  have h11 : Real.sin θ * Real.sin θ = 1 / 2 := by
    simpa [polProj, linPol, vecMulVec_apply] using congrFun (congrFun h' 1) 1
  have h01 : Real.cos θ * Real.sin θ = 0 := by
    simpa [polProj, linPol, vecMulVec_apply] using congrFun (congrFun h' 0) 1
  -- the determinant of e eᵀ is zero, that of half the identity is 1/4
  have hdet : (Real.cos θ * Real.sin θ) * (Real.cos θ * Real.sin θ) =
      (Real.cos θ * Real.cos θ) * (Real.sin θ * Real.sin θ) := by ring
  rw [h01, h00, h11] at hdet
  norm_num at hdet

/-- For any Jones vector, the intensities transmitted by `N ≥ 2` analysers spaced by
`π / N` add up to `N / 2` times the incident intensity. -/
theorem sum_transmitted_fan (α : ℝ) {N : ℕ} (hN : 2 ≤ N) (E : Fin 2 → ℂ) :
    ∑ j ∈ Finset.range N, transmitted (fanAngle α N j) E =
      (N : ℝ) / 2 * (Complex.normSq (E 0) + Complex.normSq (E 1)) := by
  obtain ⟨hc, hs⟩ := fan_doubled_angle_sums α hN
  -- a constant part plus parts oscillating with the doubled angle
  have key : ∀ θ : ℝ, transmitted θ E =
      (Complex.normSq (E 0) + Complex.normSq (E 1)) / 2 +
      Real.cos (2 * θ) * ((Complex.normSq (E 0) - Complex.normSq (E 1)) / 2) +
      Real.sin (2 * θ) * ((E 0).re * (E 1).re + (E 0).im * (E 1).im) := by
    intro θ
    simp only [transmitted, Complex.normSq_apply, Complex.add_re, Complex.add_im,
      Complex.re_ofReal_mul, Complex.im_ofReal_mul, Real.cos_two_mul, Real.sin_two_mul]
    linear_combination ((E 1).re * (E 1).re + (E 1).im * (E 1).im) *
      Real.sin_sq_add_cos_sq θ
  simp only [key, Finset.sum_add_distrib, ← Finset.sum_mul, hc, hs, Finset.sum_const,
    Finset.card_range, nsmul_eq_mul]
  ring

end

end LinearPolarisationFan
```

```lean
#print axioms LinearPolarisationFan.sum_polProj_fan
#print axioms LinearPolarisationFan.equal_mixture_unpolarised
#print axioms LinearPolarisationFan.single_not_unpolarised
#print axioms LinearPolarisationFan.sum_transmitted_fan
```

```
'LinearPolarisationFan.sum_polProj_fan' depends on axioms: [propext, Classical.choice, Quot.sound]
'LinearPolarisationFan.equal_mixture_unpolarised' depends on axioms: [propext, Classical.choice, Quot.sound]
'LinearPolarisationFan.single_not_unpolarised' depends on axioms: [propext, Classical.choice, Quot.sound]
'LinearPolarisationFan.sum_transmitted_fan' depends on axioms: [propext, Classical.choice, Quot.sound]
```

## How the proof follows the calculation

`polProj_eq` checks the doubled-angle matrix entry by entry, using the double-angle formulas and $\sin^2\theta+\cos^2\theta=1$. `mixture_eq` extends it to weighted sums by induction on the finite set, adding one polarisation at a time.

In `mixture_unpolarised_iff`, the two doubled-angle sums are renamed `a` and `b`. The upper-left entry of the matrix equation forces $a=0$ and the upper-right entry forces $b=0$; the converse is direct substitution.

`fan_doubled_angle_sums` contains the cancellation. Mathlib supplies the fact that $e^{2\pi i/N}$ is a primitive $N$-th root of unity, and `geom_sum_eq_zero` makes its geometric sum vanish. The `calc` block factors out $e^{2i\alpha}$, and the real and imaginary parts then give the two trigonometric sums.

`sum_polProj_fan` inserts these zeros into `mixture_eq` with unit weights. `equal_mixture_unpolarised` instead applies the criterion with weights $1/N$, after checking that they add up to one.

`single_not_unpolarised` reads off the matrix entries that $P(\theta)=\tfrac12\mathbb 1$ would require and reaches a contradiction through the determinant. In `sum_transmitted_fan`, the statement `key` is the three-term intensity formula, with $\operatorname{Re}(E_0^*E_1)$ written in real and imaginary parts. Summing it and inserting the two vanishing sums leaves the constant term $N$ times.
